# With unit positive hopping on the pyrochlore lattice, the eigenvalue equation at energy −2 means cancellation on both tetrahedra

For a single non-interacting particle on the pyrochlore lattice, the theorem `flat_state_iff` takes the 4 × 4 Bloch matrix with zero diagonal and off-diagonal entries 2 cos(aᵢ − aⱼ), where the phases aⱼ are any real numbers. It says that a complex vector v, not necessarily normalised and possibly zero, satisfies Hv = −2v exactly when the sums of e^(−iaⱼ)vⱼ and of e^(iaⱼ)vⱼ both vanish, one condition for each tetrahedron of the cell. The proof writes H + 2 as BB†, with B the incidence matrix between sites and tetrahedra, so that the eigenvalue equation becomes BB†v = 0, which is equivalent to B†v = 0. It then has to identify the two components of B†v with the two sums, in the steps `r0` and `r1`.

As first written in Lean, the proof fails:

```lean
import Mathlib

open Matrix Polynomial
open scoped ComplexOrder

namespace PyrochloreFlatBands

noncomputable section

/-- Bloch hopping matrix between the four diamond bond midpoints of a cell, where `a j` is the
phase of the wave vector at site `j`. -/
def hopping (a : Fin 4 → ℝ) : Matrix (Fin 4) (Fin 4) ℂ :=
  Matrix.of fun i j => if i = j then 0 else ((2 * Real.cos (a i - a j) : ℝ) : ℂ)

/-- Bloch incidence matrix between the four bond midpoints and the two diamond vertices. -/
def incidence (a : Fin 4 → ℝ) : Matrix (Fin 4) (Fin 2) ℂ :=
  Matrix.of fun j => ![Complex.exp (a j * Complex.I), Complex.exp (-(a j * Complex.I))]

private lemma star_phase (t : ℝ) :
    star (Complex.exp (t * Complex.I)) = Complex.exp (-(t * Complex.I)) := by
  rw [Complex.star_def, ← Complex.exp_conj]
  simp

private lemma star_phase_neg (t : ℝ) :
    star (Complex.exp (-(t * Complex.I))) = Complex.exp (t * Complex.I) := by
  rw [← star_phase, star_star]

/-- Shifted by two, the hopping matrix is the incidence matrix times its adjoint. -/
theorem hopping_add_two (a : Fin 4 → ℝ) :
    hopping a + (2 : ℂ) • (1 : Matrix (Fin 4) (Fin 4) ℂ) = incidence a * (incidence a)ᴴ := by
  ext i j
  have h : (incidence a * (incidence a)ᴴ) i j =
      Complex.exp (a i * Complex.I) * star (Complex.exp (a j * Complex.I)) +
      Complex.exp (-(a i * Complex.I)) * star (Complex.exp (-(a j * Complex.I))) := by
    rw [Matrix.mul_apply, Fin.sum_univ_two]
    rfl
  -- the two tetrahedra sharing a site contribute opposite phases
  have key : Complex.exp (a i * Complex.I) * Complex.exp (-(a j * Complex.I)) +
      Complex.exp (-(a i * Complex.I)) * Complex.exp (a j * Complex.I) =
      2 * Complex.cos ((a i : ℂ) - a j) := by
    rw [Complex.cos, ← Complex.exp_add, ← Complex.exp_add,
      show (a i : ℂ) * Complex.I + -(a j * Complex.I) = (a i - a j) * Complex.I by ring,
      show -((a i : ℂ) * Complex.I) + a j * Complex.I = -(a i - a j) * Complex.I by ring]
    ring
  rw [h, star_phase, star_phase_neg, key]
  by_cases hij : i = j
  · subst hij
    simp [hopping]
  · simp [hopping, hij]

/-- A state satisfies the eigenvalue equation at energy `-2` exactly when its phased amplitudes
cancel on both tetrahedra of the cell. -/
theorem flat_state_iff (a : Fin 4 → ℝ) (v : Fin 4 → ℂ) :
    hopping a *ᵥ v = (-2 : ℂ) • v ↔
      ∑ j, Complex.exp (-(a j * Complex.I)) * v j = 0 ∧
      ∑ j, Complex.exp (a j * Complex.I) * v j = 0 := by
  have h1 : (incidence a * (incidence a)ᴴ) *ᵥ v = hopping a *ᵥ v + (2 : ℂ) • v := by
    rw [← hopping_add_two, Matrix.add_mulVec, Matrix.smul_mulVec, Matrix.one_mulVec]
  have r0 : ((incidence a)ᴴ *ᵥ v) 0 = ∑ j, Complex.exp (-(a j * Complex.I)) * v j :=
    Finset.sum_congr rfl fun j _ => by
      change star (Complex.exp (a j * Complex.I)) * v j = _
      rw [star_phase]
  have r1 : ((incidence a)ᴴ *ᵥ v) 1 = ∑ j, Complex.exp (a j * Complex.I) * v j :=
    Finset.sum_congr rfl fun j _ => by
      change star (Complex.exp (-(a j * Complex.I))) * v j = _
      rw [star_phase_neg]
  rw [neg_smul, eq_neg_iff_add_eq_zero, ← h1, Matrix.self_mul_conjTranspose_mulVec_eq_zero,
    funext_iff, Fin.forall_fin_two]
  simp only [Pi.zero_apply, r0, r1]

end

end PyrochloreFlatBands
```

Compiling this gives:

```
Main.lean:60:4: error: Type mismatch
  Finset.sum_congr rfl fun j x => ?m.157
has type
  Finset.sum ?m.154 ?m.151 = Finset.sum ?m.154 ?m.152
but is expected to have type
  ((incidence a)ᴴ *ᵥ v) 0 = ∑ j, Complex.exp (-(↑(a j) * Complex.I)) * v j
Main.lean:64:4: error: Type mismatch
  Finset.sum_congr rfl fun j x => ?m.213
has type
  Finset.sum ?m.210 ?m.207 = Finset.sum ?m.210 ?m.208
but is expected to have type
  ((incidence a)ᴴ *ᵥ v) 1 = ∑ j, Complex.exp (↑(a j) * Complex.I) * v j
```

Cause. Both messages report the same mismatch, once in `r0` and once in `r1`. `Finset.sum_congr` proves that one `Finset.sum` equals another, but the left side of each goal is a component of a matrix-vector product, `((incidence a)ᴴ *ᵥ v) 0` or `((incidence a)ᴴ *ᵥ v) 1`. That component is a sum by definition, but the sum is hidden behind `Matrix.mulVec` and `dotProduct`, and Lean did not match the two forms when checking the term. The messages do not say why it did not unfold the definitions itself.

The repair turns each proof into a tactic block and first runs `simp only [Matrix.mulVec, dotProduct]`, which writes the component as an explicit sum. `Finset.sum_congr` then fits, and `refine` with `?_` leaves the equality of the summands as the next goal. The `change` and `rw` lines that prove that equality are the same as before.

Lean accepts the file once it reads:

```diff
@@ -57,12 +57,14 @@
   have h1 : (incidence a * (incidence a)ᴴ) *ᵥ v = hopping a *ᵥ v + (2 : ℂ) • v := by
     rw [← hopping_add_two, Matrix.add_mulVec, Matrix.smul_mulVec, Matrix.one_mulVec]
-  have r0 : ((incidence a)ᴴ *ᵥ v) 0 = ∑ j, Complex.exp (-(a j * Complex.I)) * v j :=
-    Finset.sum_congr rfl fun j _ => by
-      change star (Complex.exp (a j * Complex.I)) * v j = _
-      rw [star_phase]
-  have r1 : ((incidence a)ᴴ *ᵥ v) 1 = ∑ j, Complex.exp (a j * Complex.I) * v j :=
-    Finset.sum_congr rfl fun j _ => by
-      change star (Complex.exp (-(a j * Complex.I))) * v j = _
-      rw [star_phase_neg]
+  have r0 : ((incidence a)ᴴ *ᵥ v) 0 = ∑ j, Complex.exp (-(a j * Complex.I)) * v j := by
+    simp only [Matrix.mulVec, dotProduct]
+    refine Finset.sum_congr rfl fun j _ => ?_
+    change star (Complex.exp (a j * Complex.I)) * v j = _
+    rw [star_phase]
+  have r1 : ((incidence a)ᴴ *ᵥ v) 1 = ∑ j, Complex.exp (a j * Complex.I) * v j := by
+    simp only [Matrix.mulVec, dotProduct]
+    refine Finset.sum_congr rfl fun j _ => ?_
+    change star (Complex.exp (-(a j * Complex.I))) * v j = _
+    rw [star_phase_neg]
   rw [neg_smul, eq_neg_iff_add_eq_zero, ← h1, Matrix.self_mul_conjTranspose_mulVec_eq_zero,
     funext_iff, Fin.forall_fin_two]
```
